# The Lennard-Jones minimum for positive parameters: distance \(2^{1/6}s\), energy \(-e\) and curvature \(72e/r_0^2\)

When Lennard-Jones parameters are taken from a table that lists the distance of lowest energy, \(r_0\), and entered into a program that expects the distance \(s\) at which the energy crosses zero, \(r_0\) is divided by \(2^{1/6}\). The energy parameter \(e\) is carried over unchanged. This conversion rests on the position and depth of the minimum of

\[
U(r)=4e\left[\left(\frac{s}{r}\right)^{12}-\left(\frac{s}{r}\right)^{6}\right],\qquad e,s,r>0 .
\]

Textbooks usually write \(\varepsilon\) and \(\sigma\) for \(e\) and \(s\); here \(e\) is neither a charge nor the base of the natural logarithm.

```lean
import Mathlib

open Filter Topology

namespace LennardJones

noncomputable section
```

## Energy, radial force and the distance \(r_0\)

The twelfth-power term models the repulsion of overlapping electron shells, and the sixth-power term models the dispersion attraction. In Lean the energy is `lj e s r`, with all quantities real numbers in any consistent set of units. Lean gives division by zero the value zero, so `lj` also has a value at \(r=0\), which has no physical meaning.

```lean
/-- The Lennard-Jones pair energy at separation `r ≠ 0`, with energy parameter `e` and
length parameter `s`. -/
def lj (e s r : ℝ) : ℝ := 4 * e * ((s / r) ^ 12 - (s / r) ^ 6)
```

The radial force is first written down as a formula,

\[
F(r)=\frac{24\,e\,s^6\,(2s^6-r^6)}{r^{13}},
\]

with the convention that a positive force pushes the particles apart. Its relation to the energy is proved below.

```lean
/-- The closed formula for the radial Lennard-Jones force at separation `r ≠ 0`; for `r > 0`,
positive values are repulsive. -/
def ljForce (e s r : ℝ) : ℝ := 24 * e * s ^ 6 * (2 * s ^ 6 - r ^ 6) / r ^ 13
```

The candidate for the minimum is \(r_0=2^{1/6}s\), called `ljMin s`.

```lean
/-- The distance `2^(1/6) s`. -/
def ljMin (s : ℝ) : ℝ := (2 : ℝ) ^ (1 / 6 : ℝ) * s
```

Since \((2^{1/6})^6=2^{6/6}=2\), the sixth power is \(r_0^6=2s^6\). The proof treats the power as one with a real exponent, so that the exponents \(1/6\) and \(6\) can be multiplied.

```lean
/-- The sixth power of the distance `ljMin s` is `2 s^6`. -/
theorem ljMin_pow_six (s : ℝ) : ljMin s ^ 6 = 2 * s ^ 6 := by
  have h : ((2 : ℝ) ^ (1 / 6 : ℝ)) ^ 6 = 2 := by
    rw [← Real.rpow_natCast, ← Real.rpow_mul (by norm_num)]
    norm_num
  rw [ljMin, mul_pow, h]
```

For \(s>0\), \(r_0\) is a product of two positive numbers and hence an admissible separation.

```lean
/-- The distance `ljMin s` is positive when `s` is positive. -/
theorem ljMin_pos {s : ℝ} (hs : 0 < s) : 0 < ljMin s := by
  unfold ljMin
  positivity
```

Differentiating the energy term by term gives

\[
U'(r)=4e\left(-\frac{12s^{12}}{r^{13}}+\frac{6s^6}{r^7}\right)
=-\frac{24es^6(2s^6-r^6)}{r^{13}}=-F(r).
\]

The statement `HasDerivAt f a x` says that `f` is differentiable at `x` with derivative `a`. The proof applies the quotient rule to \(s/r\), then the power rule to both terms. `field_simp` and `ring` bring the result to the form \(-F(r)\).

```lean
/-- At every separation `r ≠ 0` the derivative of the pair energy is minus the radial force. -/
theorem hasDerivAt_lj (e s : ℝ) {r : ℝ} (hr : r ≠ 0) :
    HasDerivAt (lj e s) (-ljForce e s r) r := by
  have h1 := (hasDerivAt_const r s).fun_div (hasDerivAt_id' r) hr
  have h := ((h1.fun_pow 12).fun_sub (h1.fun_pow 6)).const_mul (4 * e)
  refine h.congr_deriv ?_
  simp only [ljForce, Nat.reduceSub, Nat.cast_ofNat]
  field_simp
  ring
```

## Repulsion below \(r_0\), attraction above it

With \(2s^6=r_0^6\) the force becomes

\[
F(r)=\frac{24es^6}{r^{13}}\,(r_0^6-r^6).
\]

The prefactor is positive, and the sixth power is strictly increasing on positive numbers. Therefore \(F(r)>0\) exactly when \(r<r_0\), and \(F(r)<0\) exactly when \(r>r_0\). In the proof, `hc` is the sign of the prefactor and `hF` is the factorisation.

```lean
/-- For `e, s, r > 0` the force is repulsive exactly when `r` is below `ljMin s`, and
attractive exactly when `r` is above it. -/
theorem ljForce_sign {e s r : ℝ} (he : 0 < e) (hs : 0 < s) (hr : 0 < r) :
    (0 < ljForce e s r ↔ r < ljMin s) ∧ (ljForce e s r < 0 ↔ ljMin s < r) := by
  have hc : 0 < 24 * e * s ^ 6 / r ^ 13 := by positivity
  -- the force is a positive factor times the difference of sixth powers
  have hF : ljForce e s r = 24 * e * s ^ 6 / r ^ 13 * (ljMin s ^ 6 - r ^ 6) := by
    rw [ljMin_pow_six, ljForce]
    ring
  constructor
  · rw [hF, mul_pos_iff_of_pos_left hc, sub_pos,
      pow_lt_pow_iff_left₀ hr.le (ljMin_pos hs).le (by norm_num)]
  · rw [hF, ← neg_pos, ← mul_neg, mul_pos_iff_of_pos_left hc, neg_sub, sub_pos,
      pow_lt_pow_iff_left₀ (ljMin_pos hs).le hr.le (by norm_num)]
```

## The depth of the well

Put \(x=(s/r)^6\). Then

\[
U(r)+e=4e(x^2-x)+e=e(2x-1)^2 .
\]

For \(e>0\) the right-hand side is never negative, so \(U(r)\ge -e\).

```lean
/-- The pair energy measured from `-e` is `e` times a perfect square. -/
theorem lj_add_depth (e s r : ℝ) :
    lj e s r + e = e * (2 * (s / r) ^ 6 - 1) ^ 2 := by
  unfold lj
  ring
```

Equality requires \(2x-1=0\), that is \((s/r)^6=1/2\). Multiplying by \(2r^6\) gives \(r^6=2s^6=r_0^6\), and \(r=r_0\) follows because both distances are positive. Conversely, \(r=r_0\) gives \(x=1/2\) and \(U(r_0)=-e\). The lowest energy is thus reached at one separation only. The two halves of the proof are these two directions.

```lean
/-- For `e, s, r > 0` the pair energy equals `-e` exactly at the distance `ljMin s`. -/
theorem lj_eq_neg_depth_iff {e s r : ℝ} (he : 0 < e) (hs : 0 < s) (hr : 0 < r) :
    lj e s r = -e ↔ r = ljMin s := by
  constructor
  · intro h
    have h0 : e * (2 * (s / r) ^ 6 - 1) ^ 2 = 0 := by
      rw [← lj_add_depth]
      linarith
    -- the square must vanish, which fixes the sixth power of the distance
    have h1 : 2 * (s / r) ^ 6 - 1 = 0 :=
      (pow_eq_zero_iff two_ne_zero).mp ((mul_eq_zero.mp h0).resolve_left he.ne')
    have h2 : (s / r) ^ 6 * r ^ 6 = s ^ 6 := by
      rw [← mul_pow, div_mul_cancel₀ _ hr.ne']
    have h3 : r ^ 6 = ljMin s ^ 6 := by
      rw [ljMin_pow_six]
      linear_combination 2 * h2 - r ^ 6 * h1
    exact (pow_left_inj₀ hr.le (ljMin_pos hs).le (by norm_num)).mp h3
  · intro h
    have hs' : s ≠ 0 := hs.ne'
    have hx : (s / r) ^ 6 = 1 / 2 := by
      rw [div_pow, h, ljMin_pow_six]
      field_simp
    have h1 := lj_add_depth e s r
    rw [hx] at h1
    linarith
```

## Curvature at a general separation

Differentiating \(U'(r)=-48es^{12}r^{-13}+24es^6r^{-7}\) once more gives

\[
U''(r)=\frac{624es^{12}}{r^{14}}-\frac{168es^6}{r^8}
=\frac{24es^6(26s^6-7r^6)}{r^{14}} .
\]

The Lean device that matters here is equality near a point. To differentiate \(U'\) at \(r\), it is not enough to know that \(U'=-F\) at \(r\) itself, since two functions can agree at one point and have different slopes there. Agreement on a whole neighbourhood of \(r\) is sufficient; Lean writes it as `=ᶠ[𝓝 r]`. The set of nonzero separations is open, so every \(r\neq0\) has a neighbourhood on which the first-derivative formula holds; this is `hev`. The lemma `HasDerivAt.congr_of_eventuallyEq` then transfers the derivative of \(-F\) to `deriv (lj e s)`.

```lean
/-- The second derivative of the pair energy at every separation `r ≠ 0`. -/
theorem hasDerivAt_deriv_lj (e s : ℝ) {r : ℝ} (hr : r ≠ 0) :
    HasDerivAt (deriv (lj e s))
      (24 * e * s ^ 6 * (26 * s ^ 6 - 7 * r ^ 6) / r ^ 14) r := by
  -- near r the first derivative is minus the force
  have hev : deriv (lj e s) =ᶠ[𝓝 r] fun x => -ljForce e s x := by
    filter_upwards [isOpen_ne.mem_nhds hr] with x hx
    exact (hasDerivAt_lj e s hx).deriv
  have hn := ((hasDerivAt_pow 6 r).const_sub (2 * s ^ 6)).const_mul (24 * e * s ^ 6)
  have h := (hn.fun_div (hasDerivAt_pow 13 r) (pow_ne_zero 13 hr)).fun_neg
  refine HasDerivAt.congr_of_eventuallyEq (h.congr_deriv ?_) hev
  simp only [Nat.reduceSub, Nat.cast_ofNat]
  field_simp
  ring
```

## The critical point, the minimum and its curvature together

At \(r_0\) we have \(s^6=r_0^6/2\), so

\[
U''(r_0)=\frac{12e\,r_0^6\,(13-7)\,r_0^6}{r_0^{14}}=\frac{72e}{r_0^2}.
\]

For \(e>0\) and \(s>0\), the theorem below states that

- \(r_0\) is positive and \(r_0^6=2s^6\);
- a separation \(r>0\) has \(U'(r)=0\) if and only if \(r=r_0\);
- \(U(r_0)=-e\), and \(U(r)\ge-e\) for every \(r>0\);
- the second derivative at \(r_0\) is \(72e/r_0^2\).

For uniqueness, the proof compares the assumed derivative \(0\) with \(-F(r)\) and distinguishes \(r<r_0\), \(r=r_0\) and \(r>r_0\); the sign of the force excludes the first and last cases. The lower bound comes from the square. For the curvature, \(s^6\) is replaced by \(r_0^6/2\), with \(r_0\) treated as an arbitrary nonzero number `q`.

The condition \(e\ge0\) would not be enough. For \(e=0\) and \(s=1\) the energy is zero at every separation, so every \(r>0\) is a critical point.

```lean
/-- For `e, s > 0` the distance `r0 = ljMin s` satisfies `r0^6 = 2 s^6` and is the only critical
point of the Lennard-Jones energy on `r > 0`. The energy there is `-e`, its global minimum on
`r > 0`, and the second derivative there is `72 e / r0^2`. -/
theorem lennardJones_minimum {e s : ℝ} (he : 0 < e) (hs : 0 < s) :
    0 < ljMin s ∧ ljMin s ^ 6 = 2 * s ^ 6 ∧
    (∀ r, 0 < r → (HasDerivAt (lj e s) 0 r ↔ r = ljMin s)) ∧
    lj e s (ljMin s) = -e ∧
    (∀ r, 0 < r → -e ≤ lj e s r) ∧
    HasDerivAt (deriv (lj e s)) (72 * e / ljMin s ^ 2) (ljMin s) := by
  have h0 := ljMin_pos hs
  refine ⟨h0, ljMin_pow_six s, ?_, (lj_eq_neg_depth_iff he hs h0).mpr rfl, ?_, ?_⟩
  · intro r hr
    constructor
    · intro h
      -- away from ljMin the force has a strict sign
      have hF := h.unique (hasDerivAt_lj e s hr.ne')
      obtain ⟨hrep, hatt⟩ := ljForce_sign he hs hr
      rcases lt_trichotomy r (ljMin s) with hlt | heq | hgt
      · linarith [hrep.mpr hlt]
      · exact heq
      · linarith [hatt.mpr hgt]
    · intro h
      have hF : -ljForce e s r = 0 := by
        rw [h, ljForce, ljMin_pow_six, sub_self, mul_zero, zero_div, neg_zero]
      exact (hasDerivAt_lj e s hr.ne').congr_deriv hF
  · intro r _
    have h1 := lj_add_depth e s r
    have h2 : 0 ≤ e * (2 * (s / r) ^ 6 - 1) ^ 2 := by positivity
    linarith
  · refine (hasDerivAt_deriv_lj e s h0.ne').congr_deriv ?_
    -- eliminate s in favour of the equilibrium distance
    have h6 : s ^ 6 = ljMin s ^ 6 / 2 := by
      rw [ljMin_pow_six]
      ring
    have hne : ljMin s ≠ 0 := h0.ne'
    generalize ljMin s = q at h6 hne ⊢
    rw [h6]
    field_simp
    ring
```

In molecular dynamics, the curvature gives the harmonic estimate \(\omega=\sqrt{72e/\mu}\,/r_0\) for the angular frequency of small vibrations of an isolated, non-rotating classical pair with reduced mass \(\mu\). A time step that is to resolve this vibration has to be much shorter than the period \(2\pi/\omega\). The energy here is neither truncated nor shifted at a cutoff. That two real atoms interact through this function is a physical assumption which the hypotheses on \(e\) and \(s\) do not supply.

## The same energy written with \(r_0\)

From \(r_0^6=2s^6\) and \(r_0^{12}=4s^{12}\) it follows that

\[
U(r)=e\left[\left(\frac{r_0}{r}\right)^{12}-2\left(\frac{r_0}{r}\right)^6\right].
\]

This is the form that belongs to a table of \(r_0\) values. The factor \(2\) stands in front of the attractive term, and the prefactor is \(e\) instead of \(4e\). The proof obtains \(r_0^{12}\) by squaring \(r_0^6\) and substitutes both powers.

```lean
/-- The pair energy written with the distance `r0 = ljMin s` in place of `s`:
`e ((r0/r)^12 - 2 (r0/r)^6)`. -/
theorem lj_eq_minimum_form (e s r : ℝ) :
    lj e s r = e * ((ljMin s / r) ^ 12 - 2 * (ljMin s / r) ^ 6) := by
  have h12 : ljMin s ^ 12 = 4 * s ^ 12 := by
    calc ljMin s ^ 12 = (ljMin s ^ 6) ^ 2 := by ring
      _ = 4 * s ^ 12 := by rw [ljMin_pow_six]; ring
  simp only [lj, div_pow, h12, ljMin_pow_six]
  ring

end

end LennardJones
```

```lean
#print axioms LennardJones.lennardJones_minimum
#print axioms LennardJones.lj_eq_minimum_form
```

```
'LennardJones.lennardJones_minimum' depends on axioms: [propext, Classical.choice, Quot.sound]
'LennardJones.lj_eq_minimum_form' depends on axioms: [propext, Classical.choice, Quot.sound]
```
